# Closed form of the short-range Appelbaum–Hamann form factor

For \(a>0\), real \(v_1,v_2\) and real \(q\neq 0\),

\[
\frac{4\pi}{q}\int_0^\infty r\sin(qr)\,(v_1+v_2r^2)e^{-ar^2}\,dr
=\left(\frac{\pi}{a}\right)^{3/2}e^{-q^2/(4a)}\left[v_1+v_2\left(\frac{3}{2a}-\frac{q^2}{4a^2}\right)\right].
\]

The left side is the Fourier integral of a central potential at wavenumber \(q\). Written with the angular integral kept, that Fourier integral has the same closed form at \(q=0\) too.

## A Gaussian core in a plane-wave basis

The Appelbaum–Hamann local pseudopotential of an ion is a smoothed Coulomb attraction plus the short-range term

\[
V(r)=(v_1+v_2r^2)e^{-ar^2}.
\]

Here \(r\) is the distance from the nucleus, \(a\) is an inverse length squared that sets the range, \(v_1\) is an energy and \(v_2\) an energy per length squared. Only this term is treated here; the Coulomb part has its own transform.

In a plane-wave electronic-structure calculation, the matrix element of a local potential between two plane waves depends on the difference of their wavevectors, and the formula supplies the contribution of this short-range term for a single ion, before structure factors and division by the cell volume.

## The Fourier integral as a Lean definition

Put the polar axis along the wavevector and let \(u\) be the cosine of the polar angle. The azimuthal integral gives \(2\pi\), and the imaginary part of the plane wave is odd in \(u\) and integrates to zero. What remains is

\[
F(q)=2\pi\int_0^\infty r^2V(r)\int_{-1}^{1}\cos(qru)\,du\,dr .
\]

This is `formFactor V q`, and `shortRange a v₁ v₂` is the potential. The convention has no factor \((2\pi)^{-3}\) and no cell volume. The reduction from three dimensions to this expression is built into the definition, not derived in the file.

The theorem `appelbaum_hamann_formFactor` says that for `0 < a` and all real `v₁`, `v₂`, `q`, the form factor of `shortRange a v₁ v₂` equals the closed form above. The theorem `appelbaum_hamann_sine_integral` is the opening equation, with the further hypothesis `q ≠ 0`. Physically \(q\) is the length of a wavevector, but negative values are allowed as well.

The second hypothesis is needed. Take \(q=0\), \(a=\pi\), \(v_1=1\), \(v_2=0\): the right side is 1, while the sine integral is 0 and its prefactor \(4\pi/q\) is undefined. Lean sets division by zero to 0, so the equation would read \(0=1\).

## Gaussian moments by integration by parts

Define, over the whole line,

\[
S_n=\int_{-\infty}^{\infty}x^n\sin(qx)e^{-ax^2}dx,\qquad
C_n=\int_{-\infty}^{\infty}x^n\cos(qx)e^{-ax^2}dx .
\]

The derivative of \(x^n\sin(qx)e^{-ax^2}\) is

\[
\left[nx^{n-1}\sin(qx)+qx^n\cos(qx)-2ax^{n+1}\sin(qx)\right]e^{-ax^2},
\]

and it integrates to zero because the function vanishes at both ends. The same holds with the cosine. Hence

\[
2aS_{n+1}=nS_{n-1}+qC_n,\qquad 2aC_{n+1}=nC_{n-1}-qS_n,
\]

where the first term on each right side is absent for \(n=0\). Step by step,

\[
\begin{aligned}
S_1&=\frac{q}{2a}C_0,\\
C_2&=\frac{C_0-qS_1}{2a}=\left(\frac1{2a}-\frac{q^2}{4a^2}\right)C_0,\\
S_3&=\frac{2S_1+qC_2}{2a}=\frac{q}{2a}\left(\frac3{2a}-\frac{q^2}{4a^2}\right)C_0,\\
C_4&=\frac{3C_2-qS_3}{2a}=\left(\frac{3}{4a^2}-\frac{3q^2}{4a^3}+\frac{q^4}{16a^4}\right)C_0 .
\end{aligned}
\]

For \(C_0\), complete the square:

\[
-ax^2+iqx=-a\left(x-\frac{iq}{2a}\right)^2-\frac{q^2}{4a}.
\]

Shifting the contour back to the real axis leaves the ordinary Gaussian integral, so

\[
C_0=\mathrm{Re}\int_{-\infty}^{\infty}e^{-ax^2+iqx}dx=\sqrt{\frac{\pi}{a}}\,e^{-q^2/(4a)}.
\]

## From moments to the form factor

Let \(q\neq0\). For \(r>0\) the angular integral is \(2\sin(qr)/(qr)\), which gives

\[
F(q)=\frac{4\pi}{q}\int_0^\infty r\sin(qr)V(r)\,dr .
\]

The integrand is even in \(r\), so the half-line integral is half the integral over the whole line:

\[
F(q)=\frac{2\pi}{q}(v_1S_1+v_2S_3)
=\frac{\pi}{a}C_0\left[v_1+v_2\left(\frac3{2a}-\frac{q^2}{4a^2}\right)\right].
\]

Inserting \(C_0\) gives the closed form.

At \(q=0\) the angular integral is 2, and the form factor is the volume integral of the potential:

\[
F(0)=4\pi\int_0^\infty r^2V(r)\,dr=2\pi(v_1C_2+v_2C_4)
=\left(\frac{\pi}{a}\right)^{3/2}\left(v_1+\frac{3v_2}{2a}\right).
\]

## Where the form factor vanishes

The power and the exponential are positive, so only the bracket can vanish. Multiplying it by \(4a^2\) gives

\[
F(q)=0\iff v_2q^2=4a^2v_1+6av_2 ,
\]

which is `formFactor_eq_zero_iff`. If \(v_2=0\) and \(v_1\neq0\), the potential is a pure Gaussian and there is no zero. If both coefficients vanish, every \(q\) is a zero.

## The Lean file

```lean
import Mathlib

open Real MeasureTheory Set

namespace AppelbaumHamann

noncomputable section

/-- The short-range part of the local pseudopotential, `(v₁ + v₂ r²) exp(-a r²)`. -/
def shortRange (a v₁ v₂ r : ℝ) : ℝ := (v₁ + v₂ * r ^ 2) * Real.exp (-a * r ^ 2)

/-- The form factor of a central potential `V` at wavenumber `q`: its Fourier integral over space
in spherical coordinates about the wavevector, with `u` the cosine of the polar angle. -/
def formFactor (V : ℝ → ℝ) (q : ℝ) : ℝ :=
  2 * π * ∫ r in Ioi (0 : ℝ), r ^ 2 * V r * ∫ u in (-1 : ℝ)..1, Real.cos (q * r * u)

/-- The `n`-th moment over the whole line of a Gaussian multiplied by a weight `g`. -/
def gaussMoment (a : ℝ) (g : ℝ → ℝ) (n : ℕ) : ℝ :=
  ∫ x : ℝ, x ^ n * g x * Real.exp (-a * x ^ 2)

/-- A power times a continuous weight bounded by 1 in absolute value times a Gaussian is integrable.
-/
theorem integrable_moment {a : ℝ} (ha : 0 < a) (n : ℕ) {g : ℝ → ℝ} (hg : Continuous g)
    (hb : ∀ x, |g x| ≤ 1) :
    Integrable (fun x : ℝ => x ^ n * g x * Real.exp (-a * x ^ 2)) := by
  have hn : (-1 : ℝ) < (n : ℝ) := by
    have : (0 : ℝ) ≤ (n : ℝ) := Nat.cast_nonneg n
    linarith
  have h : Integrable (fun x : ℝ => x ^ n * Real.exp (-a * x ^ 2)) := by
    simpa only [Real.rpow_natCast] using integrable_rpow_mul_exp_neg_mul_sq ha hn
  have hc : Continuous (fun x : ℝ => x ^ n * g x * Real.exp (-a * x ^ 2)) := by fun_prop
  refine h.mono hc.aestronglyMeasurable (Filter.Eventually.of_forall fun x => ?_)
  simp only [norm_mul]
  exact mul_le_mul_of_nonneg_right
    (mul_le_of_le_one_right (norm_nonneg _) (hb x)) (norm_nonneg _)

/-- Integration by parts links Gaussian moments of a weight `g` to those of `h`, where
`g' = c h`; for `n = 0` the first term on the right is absent. -/
theorem moment_recursion {a : ℝ} (ha : 0 < a) (n : ℕ) {g h : ℝ → ℝ} {c : ℝ}
    (hd : ∀ x, HasDerivAt g (c * h x) x) (hh : Continuous h)
    (hgb : ∀ x, |g x| ≤ 1) (hhb : ∀ x, |h x| ≤ 1) :
    2 * a * gaussMoment a g (n + 1) = n * gaussMoment a g (n - 1) + c * gaussMoment a h n := by
  have hg : Continuous g := continuous_iff_continuousAt.2 fun x => (hd x).continuousAt
  have i1 := (integrable_moment ha (n - 1) hg hgb).const_mul (n : ℝ)
  have i2 := (integrable_moment ha n hh hhb).const_mul c
  have i3 := (integrable_moment ha (n + 1) hg hgb).const_mul (2 * a)
  -- the total derivative of `x ^ n * g x * exp (-a x²)`
  have hderiv : ∀ x : ℝ, HasDerivAt (fun y : ℝ => y ^ n * g y * Real.exp (-a * y ^ 2))
      (n * (x ^ (n - 1) * g x * Real.exp (-a * x ^ 2)) + c * (x ^ n * h x * Real.exp (-a * x ^ 2))
        - 2 * a * (x ^ (n + 1) * g x * Real.exp (-a * x ^ 2))) x := by
    intro x
    have h2 : HasDerivAt (fun y : ℝ => Real.exp (-a * y ^ 2))
        (Real.exp (-a * x ^ 2) * (-a * (2 * x))) x :=
      ((hasDerivAt_pow 2 x).const_mul (-a)).exp.congr_deriv (by simp)
    exact (((hasDerivAt_pow n x).fun_mul (hd x)).fun_mul h2).congr_deriv (by ring)
  have h0 := integral_eq_zero_of_hasDerivAt_of_integrable hderiv ((i1.add i2).sub i3)
    (integrable_moment ha n hg hgb)
  have hsub := integral_sub (i1.add i2) i3
  have hadd := integral_add i1 i2
  simp only [Pi.add_apply, integral_const_mul] at hsub hadd
  unfold gaussMoment
  linarith

/-- The cosine transform of a Gaussian is a Gaussian in the wavenumber. -/
theorem cosine_transform {a : ℝ} (ha : 0 < a) (q : ℝ) :
    gaussMoment a (fun x => Real.cos (q * x)) 0 = √(π / a) * Real.exp (-q ^ 2 / (4 * a)) := by
  have hpos : 0 < π / a := by positivity
  have key : ∫ x : ℝ, Complex.exp (-(a : ℂ) * (x : ℂ) ^ 2 + (q * Complex.I) * x + 0)
      = ((√(π / a) * Real.exp (-q ^ 2 / (4 * a)) : ℝ) : ℂ) := by
    rw [integral_cexp_quadratic (by simpa using ha)]
    have h1 : ((π : ℂ) / - -(a : ℂ)) ^ (1 / 2 : ℂ) = ((√(π / a) : ℝ) : ℂ) := by
      rw [neg_neg, Real.sqrt_eq_rpow, Complex.ofReal_cpow hpos.le]
      norm_num
    have h2 : (0 : ℂ) - (q * Complex.I) ^ 2 / (4 * -(a : ℂ))
        = ((-q ^ 2 / (4 * a) : ℝ) : ℂ) := by
      rw [mul_pow, Complex.I_sq]
      push_cast
      ring
    rw [h1, h2, ← Complex.ofReal_exp, ← Complex.ofReal_mul]
  have hne : √(π / a) * Real.exp (-q ^ 2 / (4 * a)) ≠ 0 :=
    (mul_pos (Real.sqrt_pos.2 hpos) (Real.exp_pos _)).ne'
  have hint : Integrable (fun x : ℝ =>
      Complex.exp (-(a : ℂ) * (x : ℂ) ^ 2 + (q * Complex.I) * x + 0)) :=
    not_imp_comm.1 integral_undef (by rw [key]; exact Complex.ofReal_ne_zero.2 hne)
  -- take real parts on both sides
  have hre : ∫ x : ℝ, (Complex.exp (-(a : ℂ) * (x : ℂ) ^ 2 + (q * Complex.I) * x + 0)).re
      = (∫ x : ℝ, Complex.exp (-(a : ℂ) * (x : ℂ) ^ 2 + (q * Complex.I) * x + 0)).re :=
    Complex.reCLM.integral_comp_comm hint
  have hpt : ∀ x : ℝ, (Complex.exp (-(a : ℂ) * (x : ℂ) ^ 2 + (q * Complex.I) * x + 0)).re
      = Real.cos (q * x) * Real.exp (-a * x ^ 2) := by
    intro x
    have hz : -(a : ℂ) * (x : ℂ) ^ 2 + (q * Complex.I) * x + 0
        = ((-a * x ^ 2 : ℝ) : ℂ) + ((q * x : ℝ) : ℂ) * Complex.I := by
      push_cast
      ring
    rw [hz, Complex.exp_add, ← Complex.ofReal_exp, Complex.re_ofReal_mul,
      Complex.exp_ofReal_mul_I_re]
    ring
  rw [key, Complex.ofReal_re] at hre
  simp only [hpt] at hre
  simpa only [gaussMoment, pow_zero, one_mul] using hre

/-- The sine moments of order 1 and 3 and the cosine moments of order 2 and 4 of a Gaussian,
in terms of its cosine transform. -/
theorem trig_moments {a : ℝ} (ha : 0 < a) (q : ℝ) :
    let S := gaussMoment a (fun x => Real.sin (q * x))
    let C := gaussMoment a (fun x => Real.cos (q * x))
    S 1 = q / (2 * a) * C 0 ∧
    S 3 = q / (2 * a) * (3 / (2 * a) - q ^ 2 / (4 * a ^ 2)) * C 0 ∧
    C 2 = (1 / (2 * a) - q ^ 2 / (4 * a ^ 2)) * C 0 ∧
    C 4 = (3 / (4 * a ^ 2) - 3 * q ^ 2 / (4 * a ^ 3) + q ^ 4 / (16 * a ^ 4)) * C 0 := by
  intro S C
  have hlin : ∀ x : ℝ, HasDerivAt (fun y : ℝ => q * y) q x := fun x => by
    simpa using (hasDerivAt_id x).const_mul q
  have hS : ∀ n : ℕ, 2 * a * S (n + 1) = n * S (n - 1) + q * C n := fun n =>
    moment_recursion ha n (fun x => (hlin x).sin.congr_deriv (by ring)) (by fun_prop)
      (fun x => Real.abs_sin_le_one _) (fun x => Real.abs_cos_le_one _)
  have hC : ∀ n : ℕ, 2 * a * C (n + 1) = n * C (n - 1) + -q * S n := fun n =>
    moment_recursion ha n (fun x => (hlin x).cos.congr_deriv (by ring)) (by fun_prop)
      (fun x => Real.abs_cos_le_one _) (fun x => Real.abs_sin_le_one _)
  clear_value S C
  have h2a : 2 * a ≠ 0 := by positivity
  have e1 : S 1 = q * C 0 / (2 * a) := by
    have h := hS 0
    norm_num at h
    rw [eq_div_iff h2a]
    linarith
  have e2 : C 2 = (C 0 - q * S 1) / (2 * a) := by
    have h := hC 1
    norm_num at h
    rw [eq_div_iff h2a]
    linarith
  have e3 : S 3 = (2 * S 1 + q * C 2) / (2 * a) := by
    have h := hS 2
    norm_num at h
    rw [eq_div_iff h2a]
    linarith
  have e4 : C 4 = (3 * C 2 - q * S 3) / (2 * a) := by
    have h := hC 3
    norm_num at h
    rw [eq_div_iff h2a]
    linarith
  rw [e4, e3, e2, e1]
  refine ⟨?_, ?_, ?_, ?_⟩ <;> field_simp <;> ring

/-- For an even weight `r ^ n * g r`, with `g` continuous and bounded by 1 in absolute value, the
integral over `r > 0` of the weight times the short-range potential is half the sum of `v₁` times
the `n`-th and `v₂` times the `(n + 2)`-th Gaussian moment of `g`. -/
theorem radial_integral {a : ℝ} (ha : 0 < a) (v₁ v₂ : ℝ) (n : ℕ) {g : ℝ → ℝ}
    (hg : Continuous g) (hb : ∀ x, |g x| ≤ 1) (heven : ∀ x, (-x) ^ n * g (-x) = x ^ n * g x) :
    ∫ r in Ioi (0 : ℝ), r ^ n * g r * shortRange a v₁ v₂ r
      = (v₁ * gaussMoment a g n + v₂ * gaussMoment a g (n + 2)) / 2 := by
  have habs : ∀ x : ℝ, |x| ^ n * g |x| * shortRange a v₁ v₂ |x|
      = v₁ * (x ^ n * g x * Real.exp (-a * x ^ 2))
        + v₂ * (x ^ (n + 2) * g x * Real.exp (-a * x ^ 2)) := by
    intro x
    have h : |x| ^ n * g |x| = x ^ n * g x := by
      rcases abs_choice x with h | h
      · rw [h]
      · rw [h, heven]
    rw [h, shortRange, sq_abs]
    ring
  have h := integral_comp_abs (f := fun r => r ^ n * g r * shortRange a v₁ v₂ r)
  simp only [habs] at h
  rw [integral_add ((integrable_moment ha n hg hb).const_mul v₁)
    ((integrable_moment ha (n + 2) hg hb).const_mul v₂), integral_const_mul,
    integral_const_mul] at h
  unfold gaussMoment
  linarith

/-- At nonzero wavenumber the form factor of a central potential is a radial sine integral. -/
theorem formFactor_eq_sine (V : ℝ → ℝ) {q : ℝ} (hq : q ≠ 0) :
    formFactor V q = 4 * π / q * ∫ r in Ioi (0 : ℝ), r * Real.sin (q * r) * V r := by
  -- the integral of the plane wave over the polar angle
  have hang : ∀ k : ℝ, k ≠ 0 → ∫ u in (-1 : ℝ)..1, Real.cos (k * u) = 2 * Real.sin k / k := by
    intro k hk
    rw [intervalIntegral.integral_comp_mul_left Real.cos hk, integral_cos]
    simp only [mul_neg, mul_one, Real.sin_neg, smul_eq_mul]
    ring
  have h : ∫ r in Ioi (0 : ℝ), r ^ 2 * V r * ∫ u in (-1 : ℝ)..1, Real.cos (q * r * u)
      = ∫ r in Ioi (0 : ℝ), 2 / q * (r * Real.sin (q * r) * V r) := by
    refine setIntegral_congr_fun measurableSet_Ioi fun r hr => ?_
    have hr0 : r ≠ 0 := (Set.mem_Ioi.mp hr).ne'
    rw [hang _ (mul_ne_zero hq hr0)]
    field_simp
  rw [formFactor, h, integral_const_mul]
  ring

/-- The Fourier integral of the short-range term of the Appelbaum-Hamann potential in closed form,
at every wavenumber `q`. -/
theorem appelbaum_hamann_formFactor {a : ℝ} (ha : 0 < a) (v₁ v₂ q : ℝ) :
    formFactor (shortRange a v₁ v₂) q = (π / a) ^ (3 / 2 : ℝ) * Real.exp (-q ^ 2 / (4 * a))
      * (v₁ + v₂ * (3 / (2 * a) - q ^ 2 / (4 * a ^ 2))) := by
  have hpos : 0 < π / a := by positivity
  have hpow : (π / a) ^ (3 / 2 : ℝ) = π / a * √(π / a) := by
    rw [show (3 / 2 : ℝ) = 1 + 1 / 2 by norm_num, Real.rpow_add hpos, Real.rpow_one,
      Real.sqrt_eq_rpow]
  obtain ⟨s1, s3, c2, c4⟩ := trig_moments ha q
  have hG := cosine_transform ha q
  rw [hpow, mul_assoc (π / a), ← hG]
  by_cases hq : q = 0
  · -- at zero wavenumber the plane wave is constant
    subst hq
    have h := radial_integral ha v₁ v₂ 2 (g := fun x => Real.cos (0 * x)) (by fun_prop)
      (fun x => Real.abs_cos_le_one _) (fun x => by simp)
    have hpt : ∀ r : ℝ, r ^ 2 * shortRange a v₁ v₂ r * (∫ u in (-1 : ℝ)..1, Real.cos (0 * r * u))
        = 2 * (r ^ 2 * Real.cos (0 * r) * shortRange a v₁ v₂ r) := by
      intro r
      simp only [zero_mul, Real.cos_zero, intervalIntegral.integral_const, smul_eq_mul]
      ring
    unfold formFactor
    simp only [hpt]
    rw [integral_const_mul, h, c2, c4]
    generalize gaussMoment a (fun x => Real.cos (0 * x)) 0 = G
    field_simp
    ring
  · have h : ∫ r in Ioi (0 : ℝ), r * Real.sin (q * r) * shortRange a v₁ v₂ r
        = (v₁ * gaussMoment a (fun x => Real.sin (q * x)) 1
          + v₂ * gaussMoment a (fun x => Real.sin (q * x)) 3) / 2 := by
      simpa only [pow_one] using radial_integral ha v₁ v₂ 1 (g := fun x => Real.sin (q * x))
        (by fun_prop) (fun x => Real.abs_sin_le_one _) (fun x => by simp)
    rw [formFactor_eq_sine _ hq, h, s1, s3]
    generalize gaussMoment a (fun x => Real.cos (q * x)) 0 = G
    field_simp
    ring

/-- The radial sine integral of the short-range potential in closed form, at nonzero `q`. -/
theorem appelbaum_hamann_sine_integral {a q : ℝ} (ha : 0 < a) (hq : q ≠ 0) (v₁ v₂ : ℝ) :
    4 * π / q * ∫ r in Ioi (0 : ℝ),
        r * Real.sin (q * r) * ((v₁ + v₂ * r ^ 2) * Real.exp (-a * r ^ 2))
      = (π / a) ^ (3 / 2 : ℝ) * Real.exp (-q ^ 2 / (4 * a))
        * (v₁ + v₂ * (3 / (2 * a) - q ^ 2 / (4 * a ^ 2))) :=
  (formFactor_eq_sine (shortRange a v₁ v₂) hq).symm.trans (appelbaum_hamann_formFactor ha v₁ v₂ q)

/-- The short-range form factor vanishes exactly where `v₂ q² = 4 a² v₁ + 6 a v₂`. -/
theorem formFactor_eq_zero_iff {a : ℝ} (ha : 0 < a) (v₁ v₂ q : ℝ) :
    formFactor (shortRange a v₁ v₂) q = 0 ↔ v₂ * q ^ 2 = 4 * a ^ 2 * v₁ + 6 * a * v₂ := by
  have hP : (π / a) ^ (3 / 2 : ℝ) * Real.exp (-q ^ 2 / (4 * a)) ≠ 0 := by positivity
  have h4 : 4 * a ^ 2 ≠ 0 := by positivity
  have e : v₁ + v₂ * (3 / (2 * a) - q ^ 2 / (4 * a ^ 2))
      = (4 * a ^ 2 * v₁ + 6 * a * v₂ - v₂ * q ^ 2) / (4 * a ^ 2) := by
    field_simp
    ring
  rw [appelbaum_hamann_formFactor ha, mul_eq_zero, or_iff_right hP, e, div_eq_zero_iff,
    or_iff_left h4]
  constructor <;> intro h <;> linarith

end

end AppelbaumHamann
```

```lean
#print axioms AppelbaumHamann.appelbaum_hamann_formFactor
#print axioms AppelbaumHamann.appelbaum_hamann_sine_integral
#print axioms AppelbaumHamann.formFactor_eq_zero_iff
```

```
'AppelbaumHamann.appelbaum_hamann_formFactor' depends on axioms: [propext, Classical.choice, Quot.sound]
'AppelbaumHamann.appelbaum_hamann_sine_integral' depends on axioms: [propext, Classical.choice, Quot.sound]
'AppelbaumHamann.formFactor_eq_zero_iff' depends on axioms: [propext, Classical.choice, Quot.sound]
```

## How the lemmas follow the calculation

`gaussMoment a g n` is the moment with a general weight `g`; sine and cosine give \(S_n\) and \(C_n\). `integrable_moment` shows that these integrals converge: since \(|g|\le1\), the integrand is bounded by a power times a Gaussian.

`moment_recursion` is the integration by parts, done once for any weights with \(g'=ch\), where \(h\) is continuous and both are bounded by 1 in absolute value. Its `hderiv` is the product rule displayed above, and `integral_eq_zero_of_hasDerivAt_of_integrable` says that the total derivative integrates to zero. The sine recursion takes \(c=q\), the cosine recursion \(c=-q\).

`cosine_transform` finds \(C_0\). Mathlib's `integral_cexp_quadratic` replaces completing the square and shifting the contour. The proof then takes the real part inside the integral, where `hpt` identifies it as the cosine times the Gaussian.

In `trig_moments`, the facts `e1` to `e4` are the four recursion steps in the order \(S_1,C_2,S_3,C_4\). Substituting them into one another leaves rational identities in \(a\) and \(q\), which `field_simp` and `ring` settle.

`radial_integral` is the evenness argument. It replaces \(r\) by \(|x|\) and uses `integral_comp_abs`, by which the whole-line integral of \(f(|x|)\) is twice the half-line integral of \(f\). `formFactor_eq_sine` performs the angular integral. It is stated for any function `V`, but it has physical content only where the radial integral converges absolutely: Lean sets other integrals to 0, so for a potential with a Coulomb tail both sides are 0 and do not give its transform.

The main theorem writes \((\pi/a)^{3/2}\) as \((\pi/a)\sqrt{\pi/a}\), so that \(C_0\) can be recognised on the right side, and then splits on whether \(q=0\). The zero case uses \(C_2\) and \(C_4\), the other case \(S_1\) and \(S_3\). The sine-integral theorem follows by combining this result with `formFactor_eq_sine`, and the condition for a zero by clearing the denominator \(4a^2\).
